# An N-layer Weyl semimetal slab model has ⌈(N + 1)k0/π⌉ − 1 inverted subbands

Let 0 < k0 < π, and let A_N be the N × N tridiagonal matrix with −cos k0 on the diagonal and 1/2 between neighbours. Then A_N has exactly

  ⌈(N + 1) k0 / π⌉ − 1

positive eigenvalues, where ⌈x⌉ is the smallest integer not below x. When one layer is added, this number stays the same or rises by one.

The matrix comes from a two-band lattice model with Pauli matrices σx, σy, σz, crystal momentum (kx, ky, kz) and lattice spacing 1:

  H = sin kx σx + sin ky σy + [2 − cos kx − cos ky − (cos kz − cos k0)] σz.

Its two Weyl nodes lie at kx = ky = 0, kz = ±k0, and the condition 0 < k0 < π keeps them apart. At kx = ky = 0 the coefficient of σz is minus the "reversed mass" cos kz − cos k0, which is positive between the nodes, on the side of kz = 0. There the bands are inverted.

A slab with surfaces perpendicular to z has no conserved kz, and the reversed mass becomes the matrix A_N. In this non-interacting, clean model, the number of positive eigenvalues is the magnitude of the slab's Chern number at half filling, provided that no eigenvalue is zero; it thus gives the quantised Hall response as a function of thickness. This link to H and to the Hall response is physical background, since the Lean development starts from A_N itself.

```lean
import Mathlib

open Matrix

namespace WeylSlabSubbands

noncomputable section
```

## The reversed mass on N open layers

Number the layers n = 0, …, N − 1. The operator cos kz is half the sum of the translations by one layer up and one layer down, so its matrix entries are 1/2 between neighbours. With the constant −cos k0 included, A_N acts on an amplitude ψ as

  (A_N ψ)(n) = −cos k0 ψ(n) + ½ ψ(n + 1) + ½ ψ(n − 1),

where a term is left out if its layer is outside the slab. These are open ends with unchanged surface layers: no surface potential, no relaxation and no hopping beyond nearest neighbours.

```lean
/-- The reversed mass operator `cos kz - cos k0` of a slab of `N` layers with open ends:
onsite entry `-cos k0` and entry `1/2` between neighbouring layers. -/
def slabMass (N : ℕ) (k0 : ℝ) : Matrix (Fin N) (Fin N) ℝ :=
  Matrix.of fun i j =>
    (if i = j then -Real.cos k0 else 0)
      + (if i.val + 1 = j.val then 1 / 2 else 0)
      + (if j.val + 1 = i.val then 1 / 2 else 0)
```

The type `Fin N` is the set of layers, and the three `if` terms are the onsite entry and the two hoppings. The entries are real and dimensionless.

An inverted subband is a positive eigenvalue of A_N. Eigenvalues are counted as roots of the characteristic polynomial, so a repeated root would count repeatedly.

```lean
/-- The number of inverted subbands: positive eigenvalues of the reversed mass operator,
counted with multiplicity as roots of the characteristic polynomial. -/
def invertedSubbands (N : ℕ) (k0 : ℝ) : ℕ :=
  ((slabMass N k0).charpoly.roots.filter (fun E => 0 < E)).card
```

Here `roots` is the multiset of real roots, `filter` keeps the positive ones and `card` counts them. An eigenvalue equal to zero is not counted.

## Standing waves and their momenta

The trial amplitude for an angle θ is

  ψ(n) = sin((n + 1)θ).

It vanishes at the fictitious layer n = −1 below the slab for every θ.

```lean
/-- The wave `sin ((n + 1) θ)` on the layers `n = 0, ..., N - 1`. -/
def standingWave (N : ℕ) (θ : ℝ) : Fin N → ℝ :=
  fun i => Real.sin (((i.val : ℝ) + 1) * θ)
```

It also vanishes at the fictitious layer n = N above the slab if sin((N + 1)θ) = 0. For 0 < θ < π, this selects the momenta

  θ_j = (j + 1)π/(N + 1), j = 0, …, N − 1.

```lean
/-- The quantized transverse momentum `(j + 1) π / (N + 1)`. -/
def slabMomentum (N : ℕ) (j : Fin N) : ℝ :=
  ((j.val : ℝ) + 1) * Real.pi / ((N : ℝ) + 1)
```

The expected eigenvalues are the bulk reversed mass at these momenta:

  E_j = cos θ_j − cos k0.

```lean
/-- The reversed mass `cos kz - cos k0` at the quantized momentum number `j`. -/
def subband (N : ℕ) (k0 : ℝ) (j : Fin N) : ℝ :=
  Real.cos (slabMomentum N j) - Real.cos k0
```

The Lean wave is not normalised. At θ = θ_j, the normalised amplitude is √(2/(N + 1)) sin((n + 1)θ_j).

## The eigenvalue equation, including the end layers

Each hopping term is a sum over layers in which at most one layer contributes. For a function g on the natural numbers,

  Σ_m ½ δ(a, m) g(m) = ½ g(a) if a < N, and 0 otherwise,

where m runs over the layers and δ(a, m) is 1 for a = m and 0 otherwise.

```lean
/-- The sum of `g` over the layers, with weight `1/2` on layer `a` and `0` on all others, is
`1/2 * g a` if `a < N` and `0` otherwise. -/
theorem sum_site (N a : ℕ) (g : ℕ → ℝ) :
    ∑ m : Fin N, (if a = m.val then (1 / 2 : ℝ) else 0) * g m.val
      = if a < N then 1 / 2 * g a else 0 := by
  rw [Fin.sum_univ_eq_sum_range (fun m => (if a = m then (1 / 2 : ℝ) else 0) * g m) N]
  simp only [ite_mul, zero_mul, Finset.sum_ite_eq, Finset.mem_range]
```

In the interior of the slab, the two hoppings acting on the standing wave give

  ½ sin((n + 2)θ) + ½ sin(nθ) = cos θ sin((n + 1)θ),

by the addition formulas for (n + 1)θ ± θ. With the onsite term this becomes

  (A_N ψ)(n) = (cos θ − cos k0) ψ(n).

At the bottom layer, n = 0, the missing neighbour would have contributed ½ sin 0 = 0. At the top layer, n = N − 1, it would have contributed ½ sin((N + 1)θ), which is zero by the boundary condition. The same equation therefore holds on every layer.

```lean
/-- A standing wave that vanishes at the fictitious layer beyond the slab is mapped by the
reversed mass operator to `cos θ - cos k0` times itself. -/
theorem slabMass_mulVec_standingWave (N : ℕ) (k0 θ : ℝ)
    (h : Real.sin (((N : ℝ) + 1) * θ) = 0) :
    slabMass N k0 *ᵥ standingWave N θ
      = (Real.cos θ - Real.cos k0) • standingWave N θ := by
  ext i
  have onsite : ∑ m : Fin N, (if i = m then -Real.cos k0 else 0)
      * Real.sin (((m.val : ℝ) + 1) * θ)
      = -Real.cos k0 * Real.sin (((i.val : ℝ) + 1) * θ) := by
    simp only [ite_mul, zero_mul, Finset.sum_ite_eq, Finset.mem_univ, if_true]
  -- hopping from the layer above; at the last layer the boundary condition enters
  have up : ∑ m : Fin N, (if i.val + 1 = m.val then (1 / 2 : ℝ) else 0)
      * Real.sin (((m.val : ℝ) + 1) * θ)
      = 1 / 2 * Real.sin (((i.val : ℝ) + 2) * θ) := by
    refine (sum_site N (i.val + 1) (fun n => Real.sin (((n : ℝ) + 1) * θ))).trans ?_
    have e : ((i.val + 1 : ℕ) : ℝ) + 1 = (i.val : ℝ) + 2 := by push_cast; ring
    split_ifs with hlt
    · change 1 / 2 * Real.sin ((((i.val + 1 : ℕ) : ℝ) + 1) * θ) = _
      rw [e]
    · have hN : i.val + 1 = N := by have := i.isLt; omega
      rw [← e, hN, h, mul_zero]
  -- hopping from the layer below; the wave vanishes below the first layer
  have down : ∀ a : ℕ, a < N → ∑ m : Fin N, (if m.val + 1 = a then (1 / 2 : ℝ) else 0)
      * Real.sin (((m.val : ℝ) + 1) * θ) = 1 / 2 * Real.sin ((a : ℝ) * θ) := by
    intro a ha
    cases a with
    | zero => simp
    | succ k =>
      have e : ∀ m : Fin N, (m.val + 1 = k + 1) ↔ (k = m.val) := by intro m; omega
      simp only [e]
      refine (sum_site N k (fun n => Real.sin (((n : ℝ) + 1) * θ))).trans ?_
      rw [if_pos (by omega)]
      simp only [Nat.cast_add, Nat.cast_one]
  have trig : Real.sin (((i.val : ℝ) + 2) * θ) + Real.sin ((i.val : ℝ) * θ)
      = 2 * Real.cos θ * Real.sin (((i.val : ℝ) + 1) * θ) := by
    rw [show ((i.val : ℝ) + 2) * θ = ((i.val : ℝ) + 1) * θ + θ by ring,
      show (i.val : ℝ) * θ = ((i.val : ℝ) + 1) * θ - θ by ring,
      Real.sin_add, Real.sin_sub]
    ring
  change ∑ m : Fin N, slabMass N k0 i m * Real.sin (((m.val : ℝ) + 1) * θ)
    = (Real.cos θ - Real.cos k0) * Real.sin (((i.val : ℝ) + 1) * θ)
  simp only [slabMass, Matrix.of_apply, add_mul _ _ (Real.sin _), Finset.sum_add_distrib]
  rw [onsite, up, down i.val i.isLt]
  linear_combination (1 / 2) * trig
```

The hypothesis `h` is the boundary condition at the upper fictitious layer. The intermediate statements `onsite`, `up` and `down` evaluate the three sums; `up` uses `h` at the top layer, and `down` treats the bottom layer as a separate case. The identity `trig` is the hopping identity displayed above, multiplied by two, and `linear_combination` assembles the result. The theorem also admits angles such as θ = 0, for which the wave is identically zero, so it does not yet provide an eigenvector.

## N distinct eigenvalues are the whole spectrum

Since 1 ≤ j + 1 ≤ N < N + 1, every quantised momentum satisfies 0 < θ_j < π.

```lean
/-- The quantized momenta lie strictly between `0` and `π`. -/
theorem slabMomentum_mem (N : ℕ) (j : Fin N) :
    0 < slabMomentum N j ∧ slabMomentum N j < Real.pi := by
  have hp := Real.pi_pos
  have hj : (j.val : ℝ) < N := by exact_mod_cast j.isLt
  unfold slabMomentum
  refine ⟨by positivity, ?_⟩
  rw [div_lt_iff₀ (by positivity)]
  nlinarith [mul_pos hp (sub_pos.2 hj)]
```

This has two consequences. First, the wave is not zero, because its amplitude on layer 0 is sin θ_j > 0. Since

  (N + 1)θ_j = (j + 1)π,

the boundary condition holds as well, and E_j is an eigenvalue. Second, the cosine is injective on [0, π], so different j give different E_j.

The characteristic polynomial has degree N and hence at most N roots, counted with multiplicity. The N distinct numbers E_j are already N roots. There are no others, and each is simple.

```lean
/-- The full spectrum of the reversed mass operator, with multiplicity, consists of the values
`cos ((j + 1) π / (N + 1)) - cos k0` for `j = 0, ..., N - 1`. -/
theorem slabMass_spectrum (N : ℕ) (k0 : ℝ) :
    (slabMass N k0).charpoly.roots
      = (Finset.univ : Finset (Fin N)).val.map (subband N k0) := by
  have hinj : Function.Injective (subband N k0) := by
    intro a b hab
    have hc : Real.cos (slabMomentum N a) = Real.cos (slabMomentum N b) := by
      unfold subband at hab
      linarith
    have ha := slabMomentum_mem N a
    have hb := slabMomentum_mem N b
    have hm := Real.injOn_cos ⟨ha.1.le, ha.2.le⟩ ⟨hb.1.le, hb.2.le⟩ hc
    unfold slabMomentum at hm
    have hN : (N : ℝ) + 1 ≠ 0 := by positivity
    have h1 := mul_right_cancel₀ Real.pi_ne_zero ((div_left_inj' hN).1 hm)
    have h2 : (a.val : ℝ) = b.val := by linarith
    exact Fin.ext (by exact_mod_cast h2)
  symm
  -- N distinct roots exhaust a polynomial of degree N
  apply Multiset.eq_of_le_of_card_le
  · rw [Multiset.le_iff_subset (Multiset.Nodup.map hinj Finset.univ.nodup)]
    intro E hE
    obtain ⟨j, -, rfl⟩ := Multiset.mem_map.1 hE
    have hθ := slabMomentum_mem N j
    have hsin : Real.sin (((N : ℝ) + 1) * slabMomentum N j) = 0 := by
      have hN : (N : ℝ) + 1 ≠ 0 := by positivity
      have e : ((N : ℝ) + 1) * slabMomentum N j = ((j.val + 1 : ℕ) : ℝ) * Real.pi := by
        unfold slabMomentum
        rw [mul_div_cancel₀ _ hN]
        push_cast
        rfl
      rw [e, Real.sin_nat_mul_pi]
    have eig : slabMass N k0 *ᵥ standingWave N (slabMomentum N j)
        = subband N k0 j • standingWave N (slabMomentum N j) :=
      slabMass_mulVec_standingWave N k0 _ hsin
    rw [Polynomial.mem_roots (Matrix.charpoly_monic _).ne_zero, Polynomial.IsRoot,
      Matrix.eval_charpoly, ← Matrix.exists_mulVec_eq_zero_iff]
    refine ⟨standingWave N (slabMomentum N j), ?_, ?_⟩
    · intro h
      have h0 : Real.sin ((((0 : ℕ) : ℝ) + 1) * slabMomentum N j) = 0 :=
        congrFun h ⟨0, by have := j.isLt; omega⟩
      rw [Nat.cast_zero, zero_add, one_mul] at h0
      exact (Real.sin_pos_of_pos_of_lt_pi hθ.1 hθ.2).ne' h0
    · rw [Matrix.sub_mulVec, eig]
      ext i
      simp only [Matrix.scalar_apply, Pi.sub_apply, Matrix.mulVec_diagonal, Pi.smul_apply,
        smul_eq_mul, Pi.zero_apply, sub_self]
  · refine (Polynomial.card_roots' _).trans ?_
    rw [Matrix.charpoly_natDegree_eq_dim, Multiset.card_map]
    rfl
```

The statement is an equality of multisets, so it fixes multiplicities as well as values. It holds for every real k0, because k0 only shifts the spectrum.

In the proof, `hinj` is the injectivity of j ↦ E_j. The lemma `Multiset.eq_of_le_of_card_le` then reduces the equality to two checks: that every E_j is a root, and that there are no more than N roots. For the first, `Matrix.exists_mulVec_eq_zero_iff` turns the vanishing determinant of E_j − A_N into the existence of a nonzero vector that this matrix sends to zero, and the standing wave is that vector.

## Which subbands are inverted

On [0, π] the cosine is strictly decreasing, and both θ_j and k0 lie there. Therefore

  E_j > 0 ⇔ θ_j < k0 ⇔ j + 1 < (N + 1)k0/π.

A subband is inverted exactly when its quantised momentum falls between the Weyl nodes.

```lean
/-- For `0 < k0 < π`, subband `j` is inverted exactly when `j + 1 < (N + 1) k0 / π`. -/
theorem subband_pos_iff (N : ℕ) {k0 : ℝ} (h0 : 0 < k0) (hπ : k0 < Real.pi) (j : Fin N) :
    0 < subband N k0 j ↔ (j.val : ℝ) + 1 < ((N : ℝ) + 1) * k0 / Real.pi := by
  have hN : (0 : ℝ) < (N : ℝ) + 1 := by positivity
  have key : slabMomentum N j < k0 ↔ (j.val : ℝ) + 1 < ((N : ℝ) + 1) * k0 / Real.pi := by
    unfold slabMomentum
    rw [div_lt_iff₀ hN, lt_div_iff₀ Real.pi_pos, mul_comm k0]
  have hθ := slabMomentum_mem N j
  rw [← key, subband, sub_pos]
  constructor
  · intro h
    by_contra hc
    exact absurd h (not_lt_of_ge
      (Real.cos_le_cos_of_nonneg_of_le_pi h0.le hθ.2.le (not_lt.1 hc)))
  · exact fun h => Real.cos_lt_cos_of_nonneg_of_le_pi hθ.1.le hπ.le h
```

The statement `key` is the second equivalence, obtained by clearing denominators. The two branches after `constructor` prove the first: one by contradiction from the weak monotonicity of the cosine, the other from its strict monotonicity.

## Counting gives the ceiling

Put x = (N + 1)k0/π and K = ⌈x⌉ − 1. From 0 < k0 < π it follows that 0 < x < N + 1, hence 0 ≤ K ≤ N. For an integer j,

  j + 1 < x ⇔ j + 1 < ⌈x⌉ ⇔ j < K.

The inverted subbands are therefore j = 0, …, K − 1, and there are K of them.

The ceiling also treats a zero eigenvalue correctly. For k0 = π/2 and N = 3, the eigenvalues are √2/2, 0 and −√2/2. Here x = 2, and the formula gives 1.

```lean
/-- For `0 < k0 < π`, a slab of `N` layers has exactly `⌈(N + 1) k0 / π⌉ - 1`
inverted subbands. -/
theorem invertedSubbands_eq (N : ℕ) {k0 : ℝ} (h0 : 0 < k0) (hπ : k0 < Real.pi) :
    (invertedSubbands N k0 : ℤ) = ⌈((N : ℝ) + 1) * k0 / Real.pi⌉ - 1 := by
  have hp := Real.pi_pos
  have hx0 : 0 < ((N : ℝ) + 1) * k0 / Real.pi := by positivity
  have hxN : ⌈((N : ℝ) + 1) * k0 / Real.pi⌉ ≤ (N : ℤ) + 1 := by
    rw [Int.ceil_le, div_le_iff₀ hp]
    push_cast
    gcongr
  have hc := Int.ceil_pos.2 hx0
  obtain ⟨K, hK⟩ := Int.eq_ofNat_of_zero_le
    (show 0 ≤ ⌈((N : ℝ) + 1) * k0 / Real.pi⌉ - 1 by omega)
  -- the inverted subbands are those with index below K
  have hpos : ∀ j : Fin N, 0 < subband N k0 j ↔ j.val < K := by
    intro j
    have hl : ((j.val : ℤ) + 1 < ⌈((N : ℝ) + 1) * k0 / Real.pi⌉) ↔
        (((j.val : ℤ) + 1 : ℤ) : ℝ) < ((N : ℝ) + 1) * k0 / Real.pi := Int.lt_ceil
    rw [Int.cast_add, Int.cast_natCast, Int.cast_one] at hl
    rw [subband_pos_iff N h0 hπ, ← hl]
    omega
  have hcard : invertedSubbands N k0 = K := by
    unfold invertedSubbands
    rw [slabMass_spectrum, Multiset.filter_map, Multiset.card_map]
    change (Finset.univ.filter (fun j : Fin N => 0 < subband N k0 j)).card = K
    rw [Finset.filter_congr (fun j _ => hpos j), Finset.card_filter,
      Fin.sum_univ_eq_sum_range (fun n => if n < K then 1 else 0) N, ← Finset.card_filter]
    have hr : (Finset.range N).filter (fun n => n < K) = Finset.range K := by
      ext n
      simp only [Finset.mem_filter, Finset.mem_range]
      omega
    rw [hr, Finset.card_range]
  rw [hcard, hK]
```

The equality is stated in the integers `ℤ`, where the subtraction has its ordinary meaning. At k0 = 0 the right-hand side would be −1, which is not a count, so that value has to be excluded.

The bound `hxN` supplies K ≤ N, and `hpos` is the chain of equivalences above. In `hcard` the spectrum theorem replaces the roots by the labels j, and the count becomes the size of {0, …, K − 1}. The formula includes N = 0, where both sides are zero.

## One more layer adds at most one inverted subband

Going from N to N + 1 layers changes x to x + r, with r = k0/π and 0 < r < 1. Since the ceiling never decreases,

  ⌈x⌉ ≤ ⌈x + r⌉ ≤ ⌈x + 1⌉ = ⌈x⌉ + 1.

The number of inverted subbands therefore stays the same or grows by one. For k0 = π/2, slabs of 1, 2, 3 and 4 layers have 0, 1, 1 and 2 of them.

```lean
/-- For `0 < k0 < π`, adding one layer leaves the number of inverted subbands unchanged or
raises it by one. -/
theorem invertedSubbands_succ (N : ℕ) {k0 : ℝ} (h0 : 0 < k0) (hπ : k0 < Real.pi) :
    invertedSubbands (N + 1) k0 = invertedSubbands N k0 ∨
      invertedSubbands (N + 1) k0 = invertedSubbands N k0 + 1 := by
  have h1 := invertedSubbands_eq N h0 hπ
  have h2 := invertedSubbands_eq (N + 1) h0 hπ
  have hr0 : 0 < k0 / Real.pi := div_pos h0 Real.pi_pos
  have hr1 : k0 / Real.pi < 1 := (div_lt_one Real.pi_pos).2 hπ
  have e : (((N + 1 : ℕ) : ℝ) + 1) * k0 / Real.pi
      = ((N : ℝ) + 1) * k0 / Real.pi + k0 / Real.pi := by push_cast; ring
  rw [e] at h2
  have lo : ⌈((N : ℝ) + 1) * k0 / Real.pi⌉
      ≤ ⌈((N : ℝ) + 1) * k0 / Real.pi + k0 / Real.pi⌉ := Int.ceil_le_ceil (by linarith)
  have hi : ⌈((N : ℝ) + 1) * k0 / Real.pi + k0 / Real.pi⌉
      ≤ ⌈((N : ℝ) + 1) * k0 / Real.pi⌉ + 1 := by
    rw [← Int.ceil_add_one]
    exact Int.ceil_le_ceil (by linarith)
  omega

end

end WeylSlabSubbands
```

The two inequalities are `lo` and `hi`. Together with the counting formula for N and for N + 1 layers, they leave only the two alternatives, and `omega` completes the integer arithmetic.

```lean
#print axioms WeylSlabSubbands.invertedSubbands_eq
#print axioms WeylSlabSubbands.invertedSubbands_succ
```

```
'WeylSlabSubbands.invertedSubbands_eq' depends on axioms: [propext, Classical.choice, Quot.sound]
'WeylSlabSubbands.invertedSubbands_succ' depends on axioms: [propext, Classical.choice, Quot.sound]
```
